# Two coupled spins: the product-state energy has a transition at V = h, the exact ground-state energy has none

Suppose that a mean-field state of two spins is any product of two real unit vectors, which may differ between the sites. Let \(X_i\) and \(Z_i\) be the Pauli matrices of spin \(i\). For

\[
H=-h(Z_1+Z_2)-V X_1X_2,\qquad h,V>0,
\]

the least energy of such a state should be \(-2h\) up to \(V=h\) and \(-V-h^2/V\) beyond it. The exact lowest eigenvalue, \(-\sqrt{4h^2+V^2}\), should lie strictly below this least energy for every \(V>0\) and pass through \(V=h\) smoothly. Can this be made rigorous and checked by machine, including the sense in which one curve has a transition and the other doesn't?

## Minimising over two independent spins

Yes. Letting the two vectors vary independently means that equal tilts come out of the minimisation and are not assumed. Here \(h\) is a field that favours spin up along \(z\), and \(V\) is a coupling that favours aligned \(x\) components.

Write \(\psi_{ij}\) for the amplitudes, with index 0 for \(Z=+1\) and 1 for \(Z=-1\). Then

\[
\begin{aligned}
(H\psi)_{00}&=-2h\psi_{00}-V\psi_{11}, & (H\psi)_{01}&=-V\psi_{10},\\
(H\psi)_{11}&=2h\psi_{11}-V\psi_{00}, & (H\psi)_{10}&=-V\psi_{01}.
\end{aligned}
\]

For a unit vector \(u\), put \(z_u=u_0^2-u_1^2\) and \(x_u=2u_0u_1\), so that \(z_u^2+x_u^2=(u_0^2+u_1^2)^2=1\). The product \(\psi_{ij}=u_iv_j\) has energy

\[
E=-h(z_u+z_v)-Vx_ux_v=f(z_u)+f(z_v)+\tfrac V2(x_u-x_v)^2,
\]

where \(f(z)=-hz-\tfrac V2(1-z^2)\). This function can be written in two ways:

\[
\begin{aligned}
f(z)&=-h+(1-z)(h-V)+\tfrac V2(1-z)^2,\\
f(z)&=-\tfrac V2-\tfrac{h^2}{2V}+\tfrac V2\left(z-\tfrac hV\right)^2 .
\end{aligned}
\]

For \(V\le h\) the first form gives \(E\ge-2h\), attained with both spins up. The second gives \(E\ge-V-h^2/V\). When \(V\ge h\), this is attained at \(z_u=z_v=h/V\) and \(x_u=x_v=\sqrt{1-h^2/V^2}\).

## The exact energy and the gap

Let \(R=\sqrt{4h^2+V^2}\). For any real \(\psi\), \(\langle\psi,H\psi\rangle+R\lVert\psi\rVert^2\) is the sum of

\[
(R-2h)\psi_{00}^2-2V\psi_{00}\psi_{11}+(R+2h)\psi_{11}^2
=\frac{\bigl(V\psi_{00}-(R+2h)\psi_{11}\bigr)^2}{R+2h}
\]

and

\[
V(\psi_{01}-\psi_{10})^2+(R-V)(\psi_{01}^2+\psi_{10}^2).
\]

The equality uses \(R^2-4h^2=V^2\). Both parts are non-negative, so no eigenvalue lies below \(-R\). The vector with \(\psi_{00}=V\), \(\psi_{11}=R-2h\) and zeros elsewhere satisfies \(H\psi=-R\psi\). Normalised, its non-zero amplitudes are \(\sqrt{(1+2h/R)/2}\) and \(\sqrt{(1-2h/R)/2}\).

The exact energy lies strictly below the least product-state energy. Here the gap means the difference between these two energies, not the excitation gap. For \(V\le h\), \(R^2>4h^2\). For \(V\ge h\),

\[
\left(V+\frac{h^2}{V}\right)^2=V^2+2h^2+\frac{h^4}{V^2}\le V^2+3h^2<R^2 .
\]

As \(V\to0\) at fixed \(h\), the gap \(R-2h\) closes like \(V^2/(4h)\). At \(V=0\) strictness fails: for \(h=1\), the product state with both spins up has energy \(-2\), which is also the lowest eigenvalue.

## What happens to the derivatives at V = h

The slope of the mean-field energy in \(V\) is 0 for \(V\le h\) and \(-1+h^2/V^2\) for \(V\ge h\). The two agree at \(V=h\). The derivative of the slope is 0 from the left and \(-2h^2/V^3=-2/h\) from the right, so the second derivative jumps. The exact energy is smooth in \(V\), because \(4h^2+V^2\) stays positive.

In this two-spin model the singularity comes from the product ansatz. It is a small example showing that a singular point in a mean-field energy curve need not be present in the exact energy of a finite system.

## How the Lean statements express the physics

`hamiltonian` is a real 4×4 matrix built from Kronecker products and indexed by pairs, with the first spin first. `energy` is its quadratic form, which is the expectation value for unit vectors. `productEnergies` collects the energies of all products of real unit vectors, and `eigenvalues` requires a non-zero real eigenvector. Since the matrix is real and symmetric, real eigenvectors suffice for its spectrum; complex product states are not included. They would not lower the minimum: the energy is affine in the \((x,z)\) part of each Bloch vector, so its least value over the unit disc is reached on the unit circle, where the vectors can be taken real.

`IsLeast S E` says that `E` belongs to `S` and is a lower bound for it. `mean_field_versus_exact` gives both minima, the lowest eigenvalue and the strict inequality for every product state, assuming \(h,V>0\).

The transition is stated for `meanFieldEnergy`, a piecewise formula that for \(h,V>0\) equals the proved minimum on each side of \(V=h\). For \(h>0\), `mean_field_transition` gives its derivative at every \(V>0\) and the one-sided derivatives of the slope at \(V=h\). In `exact_no_transition`, having no transition means being continuously differentiable in \(V\) to every finite order at fixed \(h>0\). Nothing here concerns temperature or a large number of spins.

```lean
import Mathlib

open Matrix
open scoped Kronecker

namespace TwoSpinMeanField

noncomputable section

/-- The Pauli matrix X. -/
def pauliX : Matrix (Fin 2) (Fin 2) ℝ := !![0, 1; 1, 0]

/-- The Pauli matrix Z. -/
def pauliZ : Matrix (Fin 2) (Fin 2) ℝ := !![1, 0; 0, -1]

/-- Two spins in a field `h` along z, coupled through their x components with strength `V`. -/
def hamiltonian (h V : ℝ) : Matrix (Fin 2 × Fin 2) (Fin 2 × Fin 2) ℝ :=
  (-h) • (pauliZ ⊗ₖ (1 : Matrix (Fin 2) (Fin 2) ℝ) + (1 : Matrix (Fin 2) (Fin 2) ℝ) ⊗ₖ pauliZ)
    - V • (pauliX ⊗ₖ pauliX)

/-- The quadratic form of the Hamiltonian; for a unit vector it is the energy expectation. -/
def energy (h V : ℝ) (ψ : Fin 2 × Fin 2 → ℝ) : ℝ := ψ ⬝ᵥ (hamiltonian h V *ᵥ ψ)

/-- The product of two one-spin states. -/
def productState (u v : Fin 2 → ℝ) : Fin 2 × Fin 2 → ℝ := fun p => u p.1 * v p.2

/-- The energies of all products of real unit vectors. -/
def productEnergies (h V : ℝ) : Set ℝ :=
  {E | ∃ u v : Fin 2 → ℝ, u ⬝ᵥ u = 1 ∧ v ⬝ᵥ v = 1 ∧ energy h V (productState u v) = E}

/-- The eigenvalues of the Hamiltonian. -/
def eigenvalues (h V : ℝ) : Set ℝ :=
  {E | ∃ ψ : Fin 2 × Fin 2 → ℝ, ψ ≠ 0 ∧ hamiltonian h V *ᵥ ψ = E • ψ}

/-- The z component of the Bloch vector of a one-spin state. -/
def blochZ (u : Fin 2 → ℝ) : ℝ := u 0 ^ 2 - u 1 ^ 2

/-- The x component of the Bloch vector of a one-spin state. -/
def blochX (u : Fin 2 → ℝ) : ℝ := 2 * u 0 * u 1

/-- The closed form `-√(4h² + V²)`. -/
def exactEnergy (h V : ℝ) : ℝ := -√(4 * h ^ 2 + V ^ 2)

/-- The mean-field energy, with its two branches meeting at `V = h`. -/
def meanFieldEnergy (h V : ℝ) : ℝ := if V ≤ h then -2 * h else -V - h ^ 2 / V

/-- The slope of the mean-field energy as a function of the coupling. -/
def meanFieldSlope (h V : ℝ) : ℝ := if V ≤ h then 0 else -1 + h ^ 2 / V ^ 2

/-- The action of the Hamiltonian on the four amplitudes of a two-spin state. -/
theorem hamiltonian_action (h V : ℝ) (ψ : Fin 2 × Fin 2 → ℝ) :
    (hamiltonian h V *ᵥ ψ) (0, 0) = -2 * h * ψ (0, 0) - V * ψ (1, 1) ∧
    (hamiltonian h V *ᵥ ψ) (0, 1) = -V * ψ (1, 0) ∧
    (hamiltonian h V *ᵥ ψ) (1, 0) = -V * ψ (0, 1) ∧
    (hamiltonian h V *ᵥ ψ) (1, 1) = 2 * h * ψ (1, 1) - V * ψ (0, 0) := by
  refine ⟨?_, ?_, ?_, ?_⟩ <;>
    simp [hamiltonian, pauliX, pauliZ, Matrix.mulVec, dotProduct, Fintype.sum_prod_type,
      Fin.sum_univ_two, Matrix.one_apply, -mul_eq_mul_left_iff, -mul_eq_mul_right_iff] <;>
    ring

/-- The energy of a product of unit vectors in terms of the two Bloch vectors. -/
theorem energy_productState (h V : ℝ) {u v : Fin 2 → ℝ} (hu : u ⬝ᵥ u = 1) (hv : v ⬝ᵥ v = 1) :
    energy h V (productState u v) =
      -h * (blochZ u + blochZ v) - V * (blochX u * blochX v) := by
  obtain ⟨h1, h2, h3, h4⟩ := hamiltonian_action h V (productState u v)
  simp only [dotProduct, Fin.sum_univ_two] at hu hv
  simp only [energy, dotProduct, Fintype.sum_prod_type, Fin.sum_univ_two, h1, h2, h3, h4]
  simp only [productState, blochZ, blochX]
  linear_combination (-h * (u 0 ^ 2 - u 1 ^ 2)) * hv + (-h * (v 0 ^ 2 - v 1 ^ 2)) * hu

/-- The Bloch vector of a real unit vector has length one. -/
theorem bloch_unit {u : Fin 2 → ℝ} (hu : u ⬝ᵥ u = 1) : blochZ u ^ 2 + blochX u ^ 2 = 1 := by
  simp only [dotProduct, Fin.sum_univ_two] at hu
  simp only [blochZ, blochX]
  linear_combination (u 0 ^ 2 + u 1 ^ 2 + 1) * hu

/-- For `0 < V ≤ h` the least energy of a product of real unit vectors is `-2h`. -/
theorem isLeast_weak {h V : ℝ} (hV : 0 < V) (hle : V ≤ h) :
    IsLeast (productEnergies h V) (-2 * h) := by
  constructor
  · -- both spins along the field
    have hu : (![1, 0] : Fin 2 → ℝ) ⬝ᵥ ![1, 0] = 1 := by simp [dotProduct, Fin.sum_univ_two]
    refine ⟨![1, 0], ![1, 0], hu, hu, ?_⟩
    rw [energy_productState h V hu hu]
    change -h * (((1 : ℝ) ^ 2 - 0 ^ 2) + (1 ^ 2 - 0 ^ 2)) - V * ((2 * 1 * 0) * (2 * 1 * 0)) = _
    ring
  · rintro E ⟨u, v, hu, hv, rfl⟩
    rw [energy_productState h V hu hv]
    have bu := bloch_unit hu
    have bv := bloch_unit hv
    have zu : blochZ u ≤ 1 := by nlinarith [sq_nonneg (blochX u)]
    have zv : blochZ v ≤ 1 := by nlinarith [sq_nonneg (blochX v)]
    have cu : V * (blochZ u ^ 2 + blochX u ^ 2) = V := by rw [bu, mul_one]
    have cv : V * (blochZ v ^ 2 + blochX v ^ 2) = V := by rw [bv, mul_one]
    nlinarith [mul_nonneg (sub_nonneg.2 zu) (sub_nonneg.2 hle),
      mul_nonneg (sub_nonneg.2 zv) (sub_nonneg.2 hle),
      mul_nonneg hV.le (sq_nonneg (1 - blochZ u)), mul_nonneg hV.le (sq_nonneg (1 - blochZ v)),
      mul_nonneg hV.le (sq_nonneg (blochX u - blochX v))]

/-- For `V ≥ h > 0` the least energy of a product of real unit vectors is `-V - h²/V`. -/
theorem isLeast_strong {h V : ℝ} (hh : 0 < h) (hle : h ≤ V) :
    IsLeast (productEnergies h V) (-V - h ^ 2 / V) := by
  have hV : 0 < V := hh.trans_le hle
  constructor
  · -- both spins tilted so that the z component is h / V
    have hz : h / V ≤ 1 := (div_le_one hV).2 hle
    obtain ⟨a, ha⟩ : ∃ a : ℝ, a ^ 2 = (1 + h / V) / 2 := ⟨√_, Real.sq_sqrt (by positivity)⟩
    obtain ⟨b, hb⟩ : ∃ b : ℝ, b ^ 2 = (1 - h / V) / 2 := ⟨√_, Real.sq_sqrt (by linarith)⟩
    have hu : ![a, b] ⬝ᵥ ![a, b] = 1 := by
      simp only [dotProduct, Fin.sum_univ_two]
      change a * a + b * b = 1
      linear_combination ha + hb
    refine ⟨![a, b], ![a, b], hu, hu, ?_⟩
    rw [energy_productState h V hu hu]
    change -h * ((a ^ 2 - b ^ 2) + (a ^ 2 - b ^ 2)) - V * ((2 * a * b) * (2 * a * b)) = _
    have e : (2 * a * b) * (2 * a * b) = 4 * a ^ 2 * b ^ 2 := by ring
    have ht : h / V * V = h := div_mul_cancel₀ _ hV.ne'
    rw [e, ha, hb]
    linear_combination (h / V) * ht
  · rintro E ⟨u, v, hu, hv, rfl⟩
    rw [energy_productState h V hu hv]
    have cu : V * (blochZ u ^ 2 + blochX u ^ 2) = V := by rw [bloch_unit hu, mul_one]
    have cv : V * (blochZ v ^ 2 + blochX v ^ 2) = V := by rw [bloch_unit hv, mul_one]
    have s : ∀ z : ℝ, 0 ≤ V * z ^ 2 - 2 * h * z + h ^ 2 / V := by
      intro z
      have ht : h ^ 2 / V * V = h ^ 2 := div_mul_cancel₀ _ hV.ne'
      have e : V * z ^ 2 - 2 * h * z + h ^ 2 / V = (V * z - h) ^ 2 / V := by
        rw [eq_div_iff hV.ne']
        linear_combination ht
      rw [e]
      positivity
    nlinarith [s (blochZ u), s (blochZ v), mul_nonneg hV.le (sq_nonneg (blochX u - blochX v))]

/-- The energy form of any real two-spin state is at least `-√(4h² + V²)` times its squared norm. -/
theorem variational_bound {h V : ℝ} (hh : 0 < h) (hV : 0 < V) (ψ : Fin 2 × Fin 2 → ℝ) :
    exactEnergy h V * (ψ ⬝ᵥ ψ) ≤ energy h V ψ := by
  obtain ⟨h1, h2, h3, h4⟩ := hamiltonian_action h V ψ
  simp only [energy, exactEnergy, dotProduct, Fintype.sum_prod_type, Fin.sum_univ_two,
    h1, h2, h3, h4]
  have hR : √(4 * h ^ 2 + V ^ 2) ^ 2 = 4 * h ^ 2 + V ^ 2 := Real.sq_sqrt (by positivity)
  have hRV : V ≤ √(4 * h ^ 2 + V ^ 2) := Real.le_sqrt_of_sq_le (by nlinarith [sq_nonneg h])
  generalize √(4 * h ^ 2 + V ^ 2) = R at hR hRV ⊢
  have hp : 0 < R + 2 * h := by linarith
  -- the sector of equal spins is a perfect square up to a positive factor
  have k : 0 ≤ (R - 2 * h) * ψ (0, 0) ^ 2 - 2 * V * ψ (0, 0) * ψ (1, 1)
      + (R + 2 * h) * ψ (1, 1) ^ 2 := by
    refine (mul_nonneg_iff_of_pos_left hp).mp ?_
    have e : (R + 2 * h) * ((R - 2 * h) * ψ (0, 0) ^ 2 - 2 * V * ψ (0, 0) * ψ (1, 1)
        + (R + 2 * h) * ψ (1, 1) ^ 2) = (V * ψ (0, 0) - (R + 2 * h) * ψ (1, 1)) ^ 2 := by
      linear_combination ψ (0, 0) ^ 2 * hR
    rw [e]
    positivity
  nlinarith [k, mul_nonneg hV.le (sq_nonneg (ψ (0, 1) - ψ (1, 0))),
    mul_nonneg (sub_nonneg.2 hRV) (add_nonneg (sq_nonneg (ψ (0, 1))) (sq_nonneg (ψ (1, 0))))]

/-- The lowest eigenvalue of the Hamiltonian is `-√(4h² + V²)`. -/
theorem isLeast_exact {h V : ℝ} (hh : 0 < h) (hV : 0 < V) :
    IsLeast (eigenvalues h V) (exactEnergy h V) := by
  constructor
  · have hR : √(4 * h ^ 2 + V ^ 2) ^ 2 = 4 * h ^ 2 + V ^ 2 := Real.sq_sqrt (by positivity)
    unfold exactEnergy
    generalize √(4 * h ^ 2 + V ^ 2) = R at hR ⊢
    obtain ⟨ψ, p1, p2, p3, p4⟩ : ∃ ψ : Fin 2 × Fin 2 → ℝ, ψ (0, 0) = V ∧ ψ (0, 1) = 0 ∧
        ψ (1, 0) = 0 ∧ ψ (1, 1) = R - 2 * h :=
      ⟨fun p => !![V, 0; 0, R - 2 * h] p.1 p.2, rfl, rfl, rfl, rfl⟩
    obtain ⟨h1, h2, h3, h4⟩ := hamiltonian_action h V ψ
    refine ⟨ψ, fun h0 => hV.ne' (by rw [← p1, h0]; rfl), ?_⟩
    have key : ∀ i j : Fin 2, (hamiltonian h V *ᵥ ψ) (i, j) = (-R • ψ) (i, j) := by
      simp only [Fin.forall_fin_two, Pi.smul_apply, smul_eq_mul, h1, h2, h3, h4, p1, p2, p3, p4]
      refine ⟨⟨?_, ?_⟩, ⟨?_, ?_⟩⟩
      · ring
      · ring
      · ring
      · linear_combination hR
    exact funext fun p => key p.1 p.2
  · rintro E ⟨ψ, hψ, hE⟩
    have hb := variational_bound hh hV ψ
    rw [energy, hE, dotProduct_smul, smul_eq_mul] at hb
    have h0 : 0 ≤ ψ ⬝ᵥ ψ := Finset.sum_nonneg fun i _ => mul_self_nonneg (ψ i)
    have hn : 0 < ψ ⬝ᵥ ψ := lt_of_le_of_ne h0 fun h => hψ (dotProduct_self_eq_zero.mp h.symm)
    exact le_of_mul_le_mul_right hb hn

/-- For `h > 0` and `V > 0`, with products of real unit vectors as the product states: the least
product-state energy has two branches meeting at `V = h`, while the lowest eigenvalue is `-√(4h² +
V²)` throughout and lies strictly below every product-state energy. -/
theorem mean_field_versus_exact {h V : ℝ} (hh : 0 < h) (hV : 0 < V) :
    (V ≤ h → IsLeast (productEnergies h V) (-2 * h)) ∧
    (h ≤ V → IsLeast (productEnergies h V) (-V - h ^ 2 / V)) ∧
    IsLeast (eigenvalues h V) (-√(4 * h ^ 2 + V ^ 2)) ∧
    ∀ E ∈ productEnergies h V, -√(4 * h ^ 2 + V ^ 2) < E := by
  refine ⟨isLeast_weak hV, isLeast_strong hh, isLeast_exact hh hV, fun E hE => ?_⟩
  rcases le_total V h with hle | hle
  · have hs : 2 * h < √(4 * h ^ 2 + V ^ 2) :=
      Real.lt_sqrt_of_sq_lt (by nlinarith [pow_pos hV 2])
    linarith [(isLeast_weak hV hle).2 hE]
  · have ht : h ^ 2 / V * V = h ^ 2 := div_mul_cancel₀ _ hV.ne'
    have ht0 : 0 ≤ h ^ 2 / V := by positivity
    have hth : h ^ 2 / V ≤ h := (div_le_iff₀ hV).2 (by nlinarith)
    have hs : V + h ^ 2 / V < √(4 * h ^ 2 + V ^ 2) :=
      Real.lt_sqrt_of_sq_lt (by nlinarith [pow_pos hh 2, mul_self_le_mul_self ht0 hth])
    linarith [(isLeast_strong hh hle).2 hE]

/-- The mean-field energy is differentiable in the coupling at every `V > 0`, and at `V = h` the
derivative of its slope jumps from `0` on the left to `-2/h` on the right. -/
theorem mean_field_transition {h : ℝ} (hh : 0 < h) :
    (∀ V, 0 < V → HasDerivAt (meanFieldEnergy h) (meanFieldSlope h V) V) ∧
    HasDerivWithinAt (meanFieldSlope h) 0 (Set.Iic h) h ∧
    HasDerivWithinAt (meanFieldSlope h) (-2 / h) (Set.Ici h) h := by
  have eL : ∀ x, x ≤ h → meanFieldEnergy h x = -2 * h := fun x hx => by
    simp only [meanFieldEnergy, if_pos hx]
  have eR : ∀ x, h ≤ x → meanFieldEnergy h x = -x - h ^ 2 / x := fun x hx => by
    rcases hx.eq_or_lt with rfl | hx
    · rw [eL _ le_rfl, pow_two, mul_div_assoc, div_self hh.ne']
      ring
    · simp only [meanFieldEnergy, if_neg (not_le_of_gt hx)]
  have sL : ∀ x, x ≤ h → meanFieldSlope h x = 0 := fun x hx => by
    simp only [meanFieldSlope, if_pos hx]
  have sR : ∀ x, h ≤ x → meanFieldSlope h x = -1 + h ^ 2 / x ^ 2 := fun x hx => by
    rcases hx.eq_or_lt with rfl | hx
    · rw [sL _ le_rfl, div_self (pow_ne_zero 2 hh.ne')]
      norm_num
    · simp only [meanFieldSlope, if_neg (not_le_of_gt hx)]
  have dR : ∀ x : ℝ, 0 < x →
      HasDerivAt (fun y : ℝ => -y - h ^ 2 / y) (-1 + h ^ 2 / x ^ 2) x := fun x hx =>
    ((hasDerivAt_id' x).fun_neg.fun_sub
      ((hasDerivAt_const x (h ^ 2)).fun_div (hasDerivAt_id' x) hx.ne')).congr_deriv (by ring)
  refine ⟨fun V hV => ?_, ?_, ?_⟩
  · rcases lt_trichotomy V h with hlt | heq | hgt
    · rw [sL V hlt.le]
      refine (hasDerivAt_const V (-2 * h)).congr_of_eventuallyEq ?_
      filter_upwards [Iio_mem_nhds hlt] with x hx
      exact eL x (le_of_lt hx)
    · -- at the critical coupling the two one-sided derivatives agree
      rw [heq]
      have l : HasDerivWithinAt (meanFieldEnergy h) (meanFieldSlope h h) (Set.Iic h) h := by
        rw [sL h le_rfl]
        exact (hasDerivAt_const h (-2 * h)).hasDerivWithinAt.congr
          (fun x hx => eL x hx) (eL h le_rfl)
      have r : HasDerivWithinAt (meanFieldEnergy h) (meanFieldSlope h h) (Set.Ici h) h := by
        rw [sR h le_rfl]
        exact (dR h hh).hasDerivWithinAt.congr (fun x hx => eR x hx) (eR h le_rfl)
      have t := l.union r
      rwa [Set.Iic_union_Ici, hasDerivWithinAt_univ] at t
    · rw [sR V hgt.le]
      refine (dR V hV).congr_of_eventuallyEq ?_
      filter_upwards [Ioi_mem_nhds hgt] with x hx
      exact eR x (le_of_lt hx)
  · exact (hasDerivAt_const h (0 : ℝ)).hasDerivWithinAt.congr (fun x hx => sL x hx) (sL h le_rfl)
  · have q : HasDerivAt (fun x : ℝ => x ^ 2) (2 * h) h := by simpa using hasDerivAt_pow 2 h
    have d : HasDerivAt (fun x : ℝ => -1 + h ^ 2 / x ^ 2) (-2 / h) h :=
      (((hasDerivAt_const h (h ^ 2)).fun_div q (pow_ne_zero 2 hh.ne')).const_add (-1)).congr_deriv
        (by
          rw [eq_div_iff hh.ne', div_mul_eq_mul_div,
            div_eq_iff (pow_ne_zero 2 (pow_ne_zero 2 hh.ne'))]
          ring)
    exact d.hasDerivWithinAt.congr (fun x hx => sR x hx) (sR h le_rfl)

/-- At fixed field `h > 0` the function `-√(4h² + V²)` is continuously differentiable in the
coupling to every finite order. -/
theorem exact_no_transition {h : ℝ} (hh : 0 < h) (n : ℕ) :
    ContDiff ℝ n (fun V : ℝ => exactEnergy h V) := by
  unfold exactEnergy
  exact ContDiff.neg (ContDiff.sqrt (by fun_prop) (fun x => by positivity))

end

end TwoSpinMeanField
```

```lean
#print axioms TwoSpinMeanField.energy_productState
#print axioms TwoSpinMeanField.mean_field_versus_exact
#print axioms TwoSpinMeanField.mean_field_transition
#print axioms TwoSpinMeanField.exact_no_transition
```

```
'TwoSpinMeanField.energy_productState' depends on axioms: [propext, Classical.choice, Quot.sound]
'TwoSpinMeanField.mean_field_versus_exact' depends on axioms: [propext, Classical.choice, Quot.sound]
'TwoSpinMeanField.mean_field_transition' depends on axioms: [propext, Classical.choice, Quot.sound]
'TwoSpinMeanField.exact_no_transition' depends on axioms: [propext, Classical.choice, Quot.sound]
```

## From completed squares to the Lean proof

`hamiltonian_action` computes the four amplitudes. `energy_productState` and `bloch_unit` turn the product energy into the expression in \(z\) and \(x\), using the normalisation of each vector.

In `isLeast_weak`, `nlinarith` receives the non-negative terms of the first form of \(f\), together with \(V(x_u-x_v)^2\). In `isLeast_strong`, the fact `s` is the square from the second form, and the numbers `a` and `b` are the amplitudes of the tilted spin.

`variational_bound` replaces the square root by `R`, keeping \(R^2=4h^2+V^2\) and \(V\le R\); its fact `k` is the perfect square for equal spins. `isLeast_exact` supplies the eigenvector, then applies the bound to an arbitrary eigenvector and divides by its positive squared norm. `mean_field_versus_exact` adds the comparison of squares that makes the gap strict.

For the derivative at \(V=h\), `mean_field_transition` differentiates each branch on its own side and joins the two results with `l.union r`. `exact_no_transition` uses the smoothness of the square root away from zero.
